# The mode Grüneisen parameters of a stable harmonic system sum to $-\tfrac V2\operatorname{tr}(\Phi^{-1}\Phi')$

Let $\Phi(v)$ be the real force-constant matrix of a harmonic system at volume $v$, differentiable at $V$ and positive definite there, and let $M$ be the diagonal matrix of fixed positive masses. Then

$$-\frac V2\,\frac{d}{dV}\log\det\bigl(M^{-1}\Phi\bigr)=-\frac V2\operatorname{tr}\bigl(\Phi^{-1}\Phi'\bigr).$$

If the mode frequencies $\omega_i(v)$ can be followed as differentiable functions through $V$, both sides equal $\sum_i\gamma_i$, where $\gamma_i=-(V/\omega_i)\,d\omega_i/dV$ is the Grüneisen parameter of mode $i$. The sum therefore needs no diagonalisation. In a finite, classical model that is harmonic at each volume (the quasi-harmonic approximation), this sum fixes the thermal pressure at temperature $T$, $k_BT\sum_i\gamma_i/V$.

## Force constants, masses and mode parameters

The finite type `n` labels the degrees of freedom, for instance the Cartesian displacements of all atoms, and each label carries its own mass.

```lean
import Mathlib

open Matrix Topology

namespace GruneisenTraceRule

noncomputable section

variable {n : Type*} [Fintype n] [DecidableEq n]
```

The squared frequencies are the eigenvalues of $M^{-1}\Phi$, which has entries $\Phi_{ij}/m_i$. This matrix is generally not symmetric, but it has the same eigenvalues as the symmetric $M^{-1/2}\Phi M^{-1/2}$.

```lean
/-- The matrix `M⁻¹ Φ` of force constants divided by the masses. -/
def massWeighted (m : n → ℝ) (Φ : Matrix n n ℝ) : Matrix n n ℝ :=
  diagonal (fun i => (m i)⁻¹) * Φ
```

The mode parameter measures how fast a frequency falls as the volume grows. In Lean a frequency is a function of volume, and `deriv` is its derivative.

```lean
/-- The mode Grüneisen parameter `γ = -(V/ω) dω/dV` of a frequency `ω` at volume `V`. -/
def gruneisen (ω : ℝ → ℝ) (V : ℝ) : ℝ := -(V / ω V) * deriv ω V
```

## Differentiating a determinant

Write the determinant of a matrix $A(v)$ as a sum over permutations,
$$\det A=\sum_\sigma \operatorname{sgn}(\sigma)\prod_j A_{\sigma(j)j}.$$
The product rule gives
$$(\det A)'=\sum_\sigma\operatorname{sgn}(\sigma)\sum_i\Bigl(\prod_{j\ne i}A_{\sigma(j)j}\Bigr)A'_{\sigma(i)i}.$$
Exchange the two sums. For fixed $i$, the sum over $\sigma$ is the determinant of $A$ with column $i$ replaced by column $i$ of $A'$. By Cramer's rule this equals $\sum_k\operatorname{adj}(A)_{ik}A'_{ki}$, and summing over $i$ gives Jacobi's formula,
$$(\det A)'=\operatorname{tr}\bigl(\operatorname{adj}(A)\,A'\bigr).$$

The hypothesis `h` asks for differentiability entry by entry, so no matrix norm is involved. The proof runs the algebra from the trace to the permutation sum, in `key`, and then applies the product rule.

```lean
/-- Jacobi's formula: the derivative of `det A` is the trace of `adj(A) A'`. -/
theorem hasDerivAt_det {A : ℝ → Matrix n n ℝ} {A' : Matrix n n ℝ} {V : ℝ}
    (h : ∀ i j, HasDerivAt (fun v => A v i j) (A' i j) V) :
    HasDerivAt (fun v => (A v).det) ((A V).adjugate * A').trace V := by
  -- Cramer's rule: the trace is a sum of determinants with one column differentiated
  have key : ((A V).adjugate * A').trace = ∑ σ : Equiv.Perm n,
      ((Equiv.Perm.sign σ : ℤ) : ℝ) *
        ∑ i, (∏ j ∈ Finset.univ.erase i, A V (σ j) j) * A' (σ i) i := by
    calc ((A V).adjugate * A').trace
        = ∑ i, ((A V).updateCol i (fun k => A' k i)).det := by
          refine Finset.sum_congr rfl fun i _ => ?_
          rw [← Matrix.cramer_apply, Matrix.cramer_eq_adjugate_mulVec]
          simp [Matrix.mul_apply, Matrix.mulVec, dotProduct]
      _ = ∑ i, ∑ σ : Equiv.Perm n, ((Equiv.Perm.sign σ : ℤ) : ℝ) *
            ((∏ j ∈ Finset.univ.erase i, A V (σ j) j) * A' (σ i) i) := by
          refine Finset.sum_congr rfl fun i _ => ?_
          rw [Matrix.det_apply']
          refine Finset.sum_congr rfl fun σ _ => ?_
          rw [← Finset.prod_erase_mul Finset.univ _ (Finset.mem_univ i)]
          congr 2
          · refine Finset.prod_congr rfl fun j hj => ?_
            simp [Finset.ne_of_mem_erase hj]
          · simp
      _ = _ := by
          rw [Finset.sum_comm]
          simp only [Finset.mul_sum]
  rw [key]
  simp only [Matrix.det_apply']
  refine HasDerivAt.fun_sum fun σ _ => HasDerivAt.const_mul _ ?_
  have hp := HasDerivAt.fun_finsetProd (u := Finset.univ) (fun i _ => h (σ i) i)
  simpa only [smul_eq_mul] using hp
```

## The masses drop out

Since $\det(M^{-1}\Phi)=\bigl(\prod_i m_i^{-1}\bigr)\det\Phi$, the masses contribute a constant factor, which cancels in the logarithmic derivative:
$$\frac{d}{dV}\log\det(M^{-1}\Phi)=\frac{\operatorname{tr}(\operatorname{adj}(\Phi)\,\Phi')}{\det\Phi}=\operatorname{tr}(\Phi^{-1}\Phi').$$

`PosDef` includes symmetry of $\Phi(V)$ and makes $\det\Phi(V)$ positive. Physically it says that every displacement costs energy. A free crystal violates it, because uniform translations cost nothing; the result applies to a system that is held in place. Complex dynamical matrices at general wave vectors are not treated.

```lean
/-- The volume derivative of `log det(M⁻¹ Φ)` is `tr(Φ⁻¹ Φ')`. -/
theorem hasDerivAt_log_det {m : n → ℝ} (hm : ∀ i, 0 < m i) {Φ : ℝ → Matrix n n ℝ}
    {Φ' : Matrix n n ℝ} {V : ℝ} (hpos : (Φ V).PosDef)
    (h : ∀ i j, HasDerivAt (fun v => Φ v i j) (Φ' i j) V) :
    HasDerivAt (fun v => Real.log (massWeighted m (Φ v)).det) ((Φ V)⁻¹ * Φ').trace V := by
  have hc : (∏ i, (m i)⁻¹) ≠ 0 :=
    Finset.prod_ne_zero_iff.2 fun i _ => inv_ne_zero (hm i).ne'
  have hd : (Φ V).det ≠ 0 := hpos.det_pos.ne'
  -- the masses only contribute a constant factor
  simp only [massWeighted, Matrix.det_mul, Matrix.det_diagonal]
  refine (((hasDerivAt_det h).const_mul (∏ i, (m i)⁻¹)).log
    (mul_ne_zero hc hd)).congr_deriv ?_
  rw [Matrix.inv_def, Ring.inverse_eq_inv', Matrix.smul_mul, Matrix.trace_smul, smul_eq_mul,
    mul_div_mul_left _ _ hc, div_eq_inv_mul]
```

## From the determinant to the frequencies

Suppose that the characteristic polynomial of an $N\times N$ matrix $D$ is $\det(x-D)=\prod_i(x-\omega_i^2)$. At $x=0$ this reads $(-1)^N\det D=(-1)^N\prod_i\omega_i^2$, so $\det D=\prod_i\omega_i^2$. Stating the spectrum through the polynomial counts degenerate frequencies with their multiplicity.

```lean
/-- If the squared frequencies are the roots of the characteristic polynomial of a matrix,
with multiplicity, their product is its determinant. -/
theorem det_eq_prod_sq {D : Matrix n n ℝ} {w : n → ℝ}
    (h : D.charpoly = ∏ i, (Polynomial.X - Polynomial.C (w i ^ 2))) :
    D.det = ∏ i, w i ^ 2 := by
  have hs : ∏ i, (-(w i ^ 2)) = (-1) ^ Fintype.card n * ∏ i, w i ^ 2 := by
    calc ∏ i, (-(w i ^ 2)) = ∏ i, ((-1) * w i ^ 2) :=
          Finset.prod_congr rfl fun i _ => by ring
      _ = _ := by rw [Finset.prod_mul_distrib, Finset.prod_const, Finset.card_univ]
  rw [Matrix.det_eq_sign_charpoly_coeff, h, Polynomial.coeff_zero_eq_eval_zero,
    Polynomial.eval_prod]
  simp only [Polynomial.eval_sub, Polynomial.eval_X, Polynomial.eval_C, zero_sub]
  rw [hs, ← mul_assoc, ← mul_pow]
  norm_num
```

Apply this to $D=M^{-1}\Phi(v)$ for every $v$ near $V$. The determinant is nonzero at $V$, so no $\omega_i(V)$ vanishes, and by continuity none vanishes nearby. There
$$\log\det(M^{-1}\Phi(v))=\sum_i 2\log\omega_i(v),$$
and therefore
$$-\frac V2\,\frac{d}{dV}\log\det(M^{-1}\Phi)=-\frac V2\sum_i\frac{2\omega_i'}{\omega_i}=\sum_i\gamma_i.$$

In the theorem, `hspec` says that the $\omega_i(v)^2$ are the spectrum throughout a neighbourhood of $V$; agreement at $V$ alone would say nothing about slopes. The differentiability of the branches, `hω`, is assumed and not derived. At a level crossing the labels must follow the smooth branches, since frequencies sorted by size can have kinks. The conclusion is a pair of equalities: the mode sum equals the log-determinant expression, which equals the trace. In the proof, `heq` is the logarithmic identity near $V$ and `hsum` differentiates its right-hand side.

```lean
/-- Trace rule: the sum of the mode Grüneisen parameters equals `-(V/2) d/dV log det(M⁻¹ Φ)`,
and this equals `-(V/2) tr(Φ⁻¹ Φ')`. -/
theorem sum_gruneisen_eq_trace {m : n → ℝ} (hm : ∀ i, 0 < m i) {Φ : ℝ → Matrix n n ℝ}
    {Φ' : Matrix n n ℝ} {V : ℝ} (hpos : (Φ V).PosDef)
    (h : ∀ i j, HasDerivAt (fun v => Φ v i j) (Φ' i j) V)
    {ω : n → ℝ → ℝ} (hω : ∀ i, DifferentiableAt ℝ (ω i) V)
    (hspec : ∀ᶠ v in 𝓝 V, (massWeighted m (Φ v)).charpoly =
      ∏ i, (Polynomial.X - Polynomial.C (ω i v ^ 2))) :
    ∑ i, gruneisen (ω i) V
        = -(V / 2) * deriv (fun v => Real.log (massWeighted m (Φ v)).det) V ∧
      -(V / 2) * deriv (fun v => Real.log (massWeighted m (Φ v)).det) V
        = -(V / 2) * ((Φ V)⁻¹ * Φ').trace := by
  have hlog := hasDerivAt_log_det hm hpos h
  refine ⟨?_, by rw [hlog.deriv]⟩
  -- no frequency vanishes at V, because the determinant does not
  have hdet : (massWeighted m (Φ V)).det ≠ 0 := by
    rw [massWeighted, Matrix.det_mul, Matrix.det_diagonal]
    exact mul_ne_zero (Finset.prod_ne_zero_iff.2 fun i _ => inv_ne_zero (hm i).ne')
      hpos.det_pos.ne'
  rw [det_eq_prod_sq hspec.self_of_nhds] at hdet
  have hne : ∀ i, ω i V ≠ 0 := fun i hi =>
    Finset.prod_ne_zero_iff.1 hdet i (Finset.mem_univ i) (by rw [hi]; norm_num)
  have hnear : ∀ᶠ v in 𝓝 V, ∀ i, ω i v ≠ 0 :=
    Filter.eventually_all.2 fun i => (hω i).continuousAt.eventually_ne (hne i)
  -- near V the log-determinant is the sum of 2 log ω
  have heq : (fun v => Real.log (massWeighted m (Φ v)).det) =ᶠ[𝓝 V]
      fun v => ∑ i, 2 * Real.log (ω i v) := by
    filter_upwards [hspec, hnear] with v hv hv0
    rw [det_eq_prod_sq hv, Real.log_prod]
    · refine Finset.sum_congr rfl fun i _ => ?_
      rw [Real.log_pow]
      norm_num
    · intro i _
      exact pow_ne_zero 2 (hv0 i)
  have hsum : HasDerivAt (fun v => ∑ i, 2 * Real.log (ω i v))
      (∑ i, 2 * (deriv (ω i) V / ω i V)) V :=
    HasDerivAt.fun_sum fun i _ => ((hω i).hasDerivAt.log (hne i)).const_mul 2
  rw [(hsum.congr_of_eventuallyEq heq).deriv, Finset.mul_sum]
  refine Finset.sum_congr rfl fun i _ => ?_
  rw [gruneisen]
  ring
```

## Mode vectors at a single volume

First-order perturbation theory gives the same sum without following any branch. Let the columns $e_i$ of $E$ be mode vectors with frequencies $w_i>0$, normalised by the masses, and let $W$ be the diagonal matrix of the $w_i$:
$$E^{T}ME=1,\qquad \Phi E=ME\,W^2.$$
The first relation shows that $E^{T}$ is the inverse of $ME$, so $MEE^{T}=1$. Then
$$\Phi\,\bigl(EW^{-2}E^{T}\bigr)=MEW^2W^{-2}E^{T}=1,$$
which means $\Phi^{-1}=EW^{-2}E^{T}$. Cyclicity of the trace gives
$$\operatorname{tr}(\Phi^{-1}\Phi')=\sum_i\frac{e_i^{T}\Phi'e_i}{w_i^2},$$
and multiplying by $-V/2$ turns each term into $-\dfrac{V}{2w_i^2}\,e_i^{T}\Phi'e_i$.

For a nondegenerate mode this term is the usual perturbative $\gamma_i$. Within a degenerate level the single terms can depend on the chosen basis, but their sum does not. In Lean, `hinv` is the spectral form of $\Phi^{-1}$ and `htr` is the trace written over modes. The matrix `Φ'` is arbitrary here, because the statement is purely algebraic.

```lean
/-- Perturbative trace rule: for mass-orthonormal mode vectors (the columns of `E`) with
frequencies `w i`, the terms `-(V / 2 wᵢ²) eᵢᵀ Φ' eᵢ` add up to `-(V/2) tr(Φ⁻¹ Φ')`. -/
theorem sum_perturbative_eq_trace {m w : n → ℝ} {Φ E : Matrix n n ℝ} (Φ' : Matrix n n ℝ)
    (V : ℝ) (hw : ∀ i, 0 < w i) (hE : Eᵀ * diagonal m * E = 1)
    (hmode : Φ * E = diagonal m * E * diagonal (fun i => w i ^ 2)) :
    ∑ i, -(V / (2 * w i ^ 2)) * (Eᵀ * Φ' * E) i i = -(V / 2) * (Φ⁻¹ * Φ').trace := by
  have hone : diagonal m * E * Eᵀ = 1 :=
    mul_eq_one_comm.1 (by rw [← Matrix.mul_assoc]; exact hE)
  have hdiag : diagonal (fun i => w i ^ 2) * diagonal (fun i => (w i ^ 2)⁻¹)
      = (1 : Matrix n n ℝ) := by
    rw [Matrix.diagonal_mul_diagonal, ← Matrix.diagonal_one]
    congr 1
    funext i
    exact mul_inv_cancel₀ (pow_ne_zero 2 (hw i).ne')
  -- spectral form of the inverse force constants
  have hinv : Φ⁻¹ = E * diagonal (fun i => (w i ^ 2)⁻¹) * Eᵀ := by
    apply Matrix.inv_eq_right_inv
    rw [← Matrix.mul_assoc, ← Matrix.mul_assoc, hmode,
      Matrix.mul_assoc (diagonal m * E), hdiag, Matrix.mul_one, hone]
  have htr : (Φ⁻¹ * Φ').trace = ∑ i, (w i ^ 2)⁻¹ * (Eᵀ * Φ' * E) i i := by
    rw [hinv, Matrix.mul_assoc, Matrix.mul_assoc, Matrix.trace_mul_comm, Matrix.mul_assoc]
    simp only [Matrix.trace, Matrix.diag_apply, Matrix.diagonal_mul]
  rw [htr, Finset.mul_sum]
  refine Finset.sum_congr rfl fun i _ => ?_
  have := (hw i).ne'
  field_simp
```

## Force constants that scale together

Let $\Phi(v)=v^{-2g}\Phi_0$ with $\Phi_0$ positive definite and $v$ measured in units of a reference volume at which the force constants are $\Phi_0$. The constant $g$ describes a system in which expansion softens all force constants by the same factor (for $g>0$), so that every frequency varies as $v^{-g}$. Then $\Phi'=-(2g/V)\Phi$, the matrix $\Phi^{-1}\Phi'$ is $-2g/V$ times the identity, and for $N$ degrees of freedom
$$-\frac V2\operatorname{tr}(\Phi^{-1}\Phi')=Ng.$$

The proof differentiates the power entry by entry and inserts the result into the trace formula.

```lean
/-- If all force constants scale as `V^(-2g)`, then `-(V/2) d/dV log det(M⁻¹ Φ)` is `g` times
the number of degrees of freedom. -/
theorem uniform_scaling {m : n → ℝ} (hm : ∀ i, 0 < m i) {Φ₀ : Matrix n n ℝ}
    (hpos : Φ₀.PosDef) (g : ℝ) {V : ℝ} (hV : 0 < V) :
    -(V / 2) * deriv (fun v : ℝ => Real.log (massWeighted m (v ^ (-2 * g) • Φ₀)).det) V
      = Fintype.card n * g := by
  have hp : (V ^ (-2 * g) • Φ₀).PosDef := hpos.smul (Real.rpow_pos_of_pos hV _)
  have h : ∀ i j, HasDerivAt (fun v : ℝ => (v ^ (-2 * g) • Φ₀) i j)
      (((-2 * g / V) • (V ^ (-2 * g) • Φ₀)) i j) V := by
    intro i j
    simp only [Matrix.smul_apply, smul_eq_mul]
    refine ((Real.hasDerivAt_rpow_const (Or.inl hV.ne')).mul_const (Φ₀ i j)).congr_deriv ?_
    rw [Real.rpow_sub_one hV.ne']
    ring
  rw [(hasDerivAt_log_det (Φ := fun v : ℝ => v ^ (-2 * g) • Φ₀) hm hp h).deriv,
    Matrix.mul_smul, Matrix.nonsing_inv_mul _ (isUnit_iff_ne_zero.2 hp.det_pos.ne'),
    Matrix.trace_smul, Matrix.trace_one, smul_eq_mul]
  field_simp
```

## Two coupled oscillators

Take two masses equal to 2, each tied to its site by a spring of constant $2a^2$ and coupled to the other by a spring of constant $b^2-a^2$, where $a,b>0$. For $b<a$ the coupling constant is negative, but the pair is still stable. The force-constant matrix is
$$\Phi=\begin{pmatrix}a^2+b^2&a^2-b^2\\a^2-b^2&a^2+b^2\end{pmatrix}.$$

```lean
/-- Force constants of two coupled identical oscillators, with parameters `a` and `b`. -/
def pairForce (a b : ℝ) : Matrix (Fin 2) (Fin 2) ℝ :=
  !![a ^ 2 + b ^ 2, a ^ 2 - b ^ 2; a ^ 2 - b ^ 2, a ^ 2 + b ^ 2]
```

The normal modes can be taken as one motion in phase and one in opposite phase. With $e_0=(\tfrac12,\tfrac12)$ and $e_1=(\tfrac12,-\tfrac12)$ the mass-weighted norm is $2(\tfrac14+\tfrac14)=1$.

```lean
/-- The in-phase and out-of-phase displacements of the pair, as columns. -/
def pairModes : Matrix (Fin 2) (Fin 2) ℝ := !![1 / 2, 1 / 2; 1 / 2, -1 / 2]
```

For displacements $x_0,x_1$,
$$x^{T}\Phi x=a^2(x_0+x_1)^2+b^2(x_0-x_1)^2,$$
which is positive unless $x=0$, for $a,b>0$. The matrix $M^{-1}\Phi=\Phi/2$ has trace $a^2+b^2$ and determinant $a^2b^2$, so its eigenvalues are $a^2$ and $b^2$. Also $\Phi e_0=2a^2e_0$ and $\Phi e_1=2b^2e_1$, as the mode equation requires. The four parts of the theorem check positivity, the spectrum, the normalisation and the mode equation in turn.

```lean
/-- For two masses equal to 2, `pairForce a b` is positive definite, has squared frequencies
`a²` and `b²`, and has the columns of `pairModes` as mass-orthonormal mode vectors. -/
theorem pairForce_witness {a b : ℝ} (ha : 0 < a) (hb : 0 < b) :
    (pairForce a b).PosDef ∧
    (massWeighted (fun _ => 2) (pairForce a b)).charpoly =
      ∏ i, (Polynomial.X - Polynomial.C ((![a, b] i) ^ 2)) ∧
    pairModesᵀ * diagonal (fun _ => 2) * pairModes = 1 ∧
    pairForce a b * pairModes =
      diagonal (fun _ => 2) * pairModes * diagonal (fun i => (![a, b] i) ^ 2) := by
  refine ⟨?_, ?_, ?_, ?_⟩
  · rw [Matrix.posDef_iff_dotProduct_mulVec]
    refine ⟨?_, fun x hx => ?_⟩
    · ext i j
      fin_cases i <;> fin_cases j <;> simp [pairForce]
    · have hform : star x ⬝ᵥ (pairForce a b *ᵥ x)
          = (a * (x 0 + x 1)) ^ 2 + (b * (x 0 - x 1)) ^ 2 := by
        simp [pairForce, Matrix.mulVec, dotProduct, Fin.sum_univ_succ]
        ring
      rw [hform]
      by_contra hneg
      have h1 := sq_nonneg (a * (x 0 + x 1))
      have h2 := sq_nonneg (b * (x 0 - x 1))
      have h3 : a * (x 0 + x 1) = 0 := (pow_eq_zero_iff two_ne_zero).1 (by linarith)
      have h4 : b * (x 0 - x 1) = 0 := (pow_eq_zero_iff two_ne_zero).1 (by linarith)
      have h5 := (mul_eq_zero.1 h3).resolve_left ha.ne'
      have h6 := (mul_eq_zero.1 h4).resolve_left hb.ne'
      apply hx
      funext i
      fin_cases i
      · change x 0 = 0
        linarith
      · change x 1 = 0
        linarith
  · have ht : (massWeighted (fun _ => 2) (pairForce a b)).trace = a ^ 2 + b ^ 2 := by
      rw [Matrix.trace_fin_two]
      simp [massWeighted, pairForce, Matrix.diagonal_mul]
      ring
    have hd : (massWeighted (fun _ => 2) (pairForce a b)).det = a ^ 2 * b ^ 2 := by
      rw [Matrix.det_fin_two]
      simp [massWeighted, pairForce, Matrix.diagonal_mul]
      ring
    rw [Matrix.charpoly_fin_two, ht, hd, Fin.prod_univ_two]
    simp only [Matrix.cons_val_zero, Matrix.cons_val_one, Polynomial.C_add, Polynomial.C_mul]
    ring
  · ext i j
    fin_cases i <;> fin_cases j <;>
      norm_num [pairModes, Matrix.mul_apply, Fin.sum_univ_succ, Matrix.diagonal_apply]
  · ext i j
    rw [Matrix.mul_diagonal, Matrix.diagonal_mul, Matrix.mul_apply, Fin.sum_univ_two]
    fin_cases i <;> fin_cases j <;> simp [pairForce, pairModes] <;> ring

end

end GruneisenTraceRule
```

For numbers, let the frequencies depend on volume as $a(v)=v^{-1}$ and $b(v)=2v^{-2}$, so that the mode parameters are 1 and 2. At $V=1$ we have $(a^2)'=-2$ and $(b^2)'=-16$, hence
$$\Phi=\begin{pmatrix}5&-3\\-3&5\end{pmatrix},\qquad \Phi'=\begin{pmatrix}-18&14\\14&-18\end{pmatrix},\qquad \Phi^{-1}=\frac1{16}\begin{pmatrix}5&3\\3&5\end{pmatrix}.$$
The trace is $\operatorname{tr}(\Phi^{-1}\Phi')=\tfrac1{16}(-180+84)=-6$, and $-\tfrac12\cdot(-6)=3=1+2$. The mode vectors give the terms separately: $e_0^{T}\Phi'e_0=-2$ yields $\tfrac{2}{2\cdot1}=1$, and $e_1^{T}\Phi'e_1=-16$ yields $\tfrac{16}{2\cdot4}=2$.

```lean
#print axioms GruneisenTraceRule.sum_gruneisen_eq_trace
#print axioms GruneisenTraceRule.sum_perturbative_eq_trace
#print axioms GruneisenTraceRule.uniform_scaling
```

```
'GruneisenTraceRule.sum_gruneisen_eq_trace' depends on axioms: [propext, Classical.choice, Quot.sound]
'GruneisenTraceRule.sum_perturbative_eq_trace' depends on axioms: [propext, Classical.choice, Quot.sound]
'GruneisenTraceRule.uniform_scaling' depends on axioms: [propext, Classical.choice, Quot.sound]
```
